# The free-particle s-wave sin(kr)/(kr) decreases strictly out to its first node

The lemma says that p sin q < q sin p whenever 0 < p < q ≤ π, which is the strict decrease of sin t / t on (0, π] written without division. With t = kr, where k > 0 is the wave number, this function is the regular radial s-wave of a free particle in three dimensions, scaled to tend to 1 at the origin, and t = π is its first node. The statement itself is only an inequality between real numbers, with no Hamiltonian or wavefunction in it. The proof uses the strict concavity of sine on [0, π]: p is the weighted mean of 0 and q with weights 1 − p/q and p/q, so (p/q) sin q < sin p, and multiplying by q gives the claim.

An attempt in Lean 4 with a fault in it:

```lean
import Mathlib

open Matrix

namespace MulSinLt

noncomputable section

/-- The function `sin t / t` decreases strictly on `(0, π]`, stated without division. -/
theorem mul_sin_lt {p q : ℝ} (hp : 0 < p) (hpq : p < q) (hq : q ≤ Real.pi) :
    p * Real.sin q < q * Real.sin p := by
  have hq0 : 0 < q := hp.trans hpq
  have h1 : p / q < 1 := (div_lt_one hq0).2 hpq
  have h := strictConcaveOn_sin_Icc.2 (x := 0) (y := q) ⟨le_rfl, Real.pi_pos.le⟩
    ⟨hq0.le, hq⟩ hq0.ne (a := 1 - p / q) (b := p / q) (by linarith) (by positivity) (by ring)
  simp only [smul_eq_mul, Real.sin_zero, mul_zero, zero_add, div_mul_cancel₀ _ hq0.ne'] at h
  rw [div_mul_eq_mul_div, div_lt_iff₀ hq0] at h
  linarith

end

end MulSinLt
```

The error:

```
Main.lean:15:47: error: Type mismatch
  p / q
has type
  ℝ
but is expected to have type
  Prop
Main.lean:14:38: error: Invalid argument name `x` for function `And.right`
Main.lean:15:30: error(lean.synthInstanceFailed): failed to synthesize instance of type class
  HSub ℕ ℝ Prop

Hint: Type class instance resolution failures can be inspected with the `set_option trace.Meta.synthInstance true` command.
Main.lean:11:39: error: unsolved goals
p q : ℝ
hp : 0 < p
hpq : p < q
hq : q ≤ Real.pi
hq0 : 0 < q
h1 : p / q < 1
⊢ p * Real.sin q < q * Real.sin p
```

Lean accepts the file once it reads:

```diff
@@ -11,7 +11,8 @@
     p * Real.sin q < q * Real.sin p := by
   have hq0 : 0 < q := hp.trans hpq
-  have h1 : p / q < 1 := (div_lt_one hq0).2 hpq
-  have h := strictConcaveOn_sin_Icc.2 (x := 0) (y := q) ⟨le_rfl, Real.pi_pos.le⟩
-    ⟨hq0.le, hq⟩ hq0.ne (a := 1 - p / q) (b := p / q) (by linarith) (by positivity) (by ring)
+  have h := strictConcaveOn_sin_Icc.2
+    (show (0 : ℝ) ∈ Set.Icc 0 Real.pi from ⟨le_rfl, Real.pi_pos.le⟩)
+    (show q ∈ Set.Icc 0 Real.pi from ⟨hq0.le, hq⟩) hq0.ne
+    (sub_pos.2 ((div_lt_one hq0).2 hpq)) (div_pos hp hq0) (sub_add_cancel 1 (p / q))
   simp only [smul_eq_mul, Real.sin_zero, mul_zero, zero_add, div_mul_cancel₀ _ hq0.ne'] at h
   rw [div_mul_eq_mul_div, div_lt_iff₀ hq0] at h
```

What went wrong. The cause is a clash of names. Strict concavity is a conjunction, and `.2` takes its second half through the function `And.right`, whose own implicit arguments are also called `a` and `b`. These are the two propositions of the conjunction, and they come before the weights `a` and `b` of the concavity inequality, so they capture the named values. Lean then expects a `Prop` where it is given the real number `p / q`, and looks in vain for a subtraction that makes `1 - p / q` a `Prop`.

The "Invalid argument name" error for `x` follows from this. Normally Lean would infer the proposition `b` from `strictConcaveOn_sin_Icc`, find that it begins with "for all `x`", and could match `x` there. Here `b` has been replaced by an ill-typed term, so no such statement is left to supply an argument `x`. The "unsolved goals" message is a consequence too: `h` was never obtained, so the goal stayed open.

The repair drops the named arguments, so nothing can be captured, and lets Lean read the values off the proofs. The two `show` terms fix the points as `0` and `q`. `sub_pos.2 …` and `div_pos hp hq0` fix the weights as `1 - p / q` and `p / q`, and `sub_add_cancel` proves that they sum to 1. Moving the proof of `h1` inline is mere tidying.
